# No decaying state at the defect energy when paired defects lie inside the host band

A half-infinite tight-binding chain has site levels $\varepsilon_0,\varepsilon_1,\varepsilon_2,\dots$ and hopping $1$, which sets the unit of energy. The site with level $\varepsilon_n$ carries the amplitude $\psi_{n+1}$, and $\psi_0$ is a boundary value. At energy $E$ a stationary state obeys

$$\psi_{n+2}+\psi_n+\varepsilon_n\psi_{n+1}=E\,\psi_{n+1},\qquad n\ge 0 .$$

Solving for $\psi_{n+2}$ gives one transfer matrix per site:

$$\begin{pmatrix}\psi_{n+2}\\ \psi_{n+1}\end{pmatrix}=\begin{pmatrix}E-\varepsilon_n&-1\\1&0\end{pmatrix}\begin{pmatrix}\psi_{n+1}\\ \psi_n\end{pmatrix}.$$

Each level is either the host value $e_a$ or the defect value $e_b$, and defects occur only as adjacent pairs. Several pairs may follow one another, so every finite run of defects, taken from one host site or chain end to the next host site, has even length. The energy is fixed at $E=e_b$, and $x=e_b-e_a$. A pure host chain has plane waves at $E=e_a+2\cos k$, so the condition $|x|<2$ places the defect level strictly inside the host band. The intensity of a vector $(u,v)$ of neighbouring amplitudes is $I(u,v)=u^2+v^2$; it is not normalised.

## The bound and its derivation

Let $H$ be the host matrix and $D$ the defect matrix at $E=e_b$:

$$H=\begin{pmatrix}x&-1\\1&0\end{pmatrix},\qquad D=\begin{pmatrix}0&-1\\1&0\end{pmatrix}.$$

The claim is that a stretch of $d$ defect pairs and $m$ host sites, in any order, has transfer product $(-1)^dH^m$. If $|x|<2$, every transfer product from the start of the chain changes the intensity by at most the factor

$$C=\frac{2+|x|}{2-|x|}$$

upwards or downwards, and no nonzero real solution decays to zero.

**The product.** Direct multiplication gives $D^2=-1$. A defect pair therefore contributes a sign, which commutes with everything, and each host site contributes one factor $H$. The order of the units has no effect on the product.

**A conserved form.** Let $Q(u,v)=u^2-xuv+v^2$. Since $H$ sends $(u,v)$ to $(xu-v,\,u)$,

$$\begin{aligned}Q(xu-v,u)&=(xu-v)^2-x(xu-v)u+u^2\\&=x^2u^2-2xuv+v^2-x^2u^2+xuv+u^2\\&=Q(u,v).\end{aligned}$$

Hence every power $H^m$ preserves $Q$.

**Comparison with the intensity.** From $(u\pm v)^2\ge0$ it follows that $|uv|\le\tfrac12(u^2+v^2)$, so

$$(2-|x|)\,I\le 2Q\le(2+|x|)\,I .$$

For a vector $w$ and $w'=H^mw$ this gives

$$(2-|x|)\,I(w')\le 2Q(w')=2Q(w)\le(2+|x|)\,I(w).$$

Dividing by $2-|x|>0$ yields $I(w')\le C\,I(w)$. Exchanging $w$ and $w'$ gives $I(w)\le C\,I(w')$. The sign $(-1)^d$ does not change $I$.

**A cut inside a pair.** Here one extra factor $D$ acts after a complete stretch. It sends $(u,v)$ to $(-v,u)$ and preserves $I$, so the same $C$ works.

**Decay.** For a solution $\psi$ the lower bound reads $\psi_1^2+\psi_0^2\le C(\psi_{n+1}^2+\psi_n^2)$ for all $n$. If $\psi_n\to0$, the right side tends to zero and $\psi_1=\psi_0=0$. The upper bound then makes every amplitude vanish.

## The chain and its transfer products in Lean

```lean
import Mathlib

open Matrix Filter

namespace RandomDimerChain

noncomputable section

/-- One-site transfer matrix at energy `E` for a site of level `e` and unit hopping. -/
def siteMatrix (E e : ℝ) : Matrix (Fin 2) (Fin 2) ℝ := !![E - e, -1; 1, 0]
```

`siteMatrix E e` is the one-site matrix above, so `siteMatrix eb ea` is $H$ and `siteMatrix eb eb` is $D$.

```lean
/-- Transfer product over the first `n` sites of a chain with site energies `ε`. -/
def transfer (E : ℝ) (ε : ℕ → ℝ) : ℕ → Matrix (Fin 2) (Fin 2) ℝ
  | 0 => 1
  | n + 1 => siteMatrix E (ε n) * transfer E ε n
```

The product over the first `n` sites is defined recursively, with each new site multiplying from the left. For `n = 0` it is the identity.

```lean
/-- `Tiled ea eb ε n d m`: the first `n` sites consist of `d` adjacent defect pairs (level `eb`)
and `m` host sites (level `ea`), in some order. -/
inductive Tiled (ea eb : ℝ) (ε : ℕ → ℝ) : ℕ → ℕ → ℕ → Prop
  | start : Tiled ea eb ε 0 0 0
  | host {n d m : ℕ} : Tiled ea eb ε n d m → ε n = ea → Tiled ea eb ε (n + 1) d (m + 1)
  | pair {n d m : ℕ} : Tiled ea eb ε n d m → ε n = eb → ε (n + 1) = eb →
      Tiled ea eb ε (n + 2) (d + 1) m
```

`Tiled ea eb ε n d m` says that the first `n` sites split into `d` defect pairs and `m` host sites. The three constructors are the empty stretch, one more host site, and one more pair.

```lean
/-- A half-infinite chain in which defects come only as adjacent pairs: each cut either falls
between complete units or becomes such a cut after one more site. -/
def PairedChain (ea eb : ℝ) (ε : ℕ → ℝ) : Prop :=
  ∀ n, ∃ d m, Tiled ea eb ε n d m ∨ Tiled ea eb ε (n + 1) d m
```

`PairedChain` is the correlation hypothesis: the disorder is constrained so that the defects can be grouped into separate adjacent pairs. It is stated through cuts. After `n` sites the chain is either at the end of a complete unit or one site short of it. No probability distribution enters, and the results hold for each such sequence separately.

```lean
/-- Sum of the squares of two neighbouring amplitudes. -/
def intensity (v : Fin 2 → ℝ) : ℝ := v 0 ^ 2 + v 1 ^ 2

/-- The quadratic form `u² - x u v + v²` of two neighbouring amplitudes. -/
def hostForm (x : ℝ) (v : Fin 2 → ℝ) : ℝ := v 0 ^ 2 - x * (v 0 * v 1) + v 1 ^ 2

/-- The bound `(2 + |eb - ea|) / (2 - |eb - ea|)`, meant for `|eb - ea| < 2`. -/
def bandConstant (ea eb : ℝ) : ℝ := (2 + |eb - ea|) / (2 - |eb - ea|)
```

These are $I$, $Q$ and $C$. A vector `v` has the amplitude further along the chain as `v 0` and the earlier one as `v 1`.

```lean
/-- Real amplitudes `ψ` solve the stationary unit-hopping equation at energy `E`;
the site carrying amplitude `ψ (n + 1)` has level `ε n`. -/
def IsStationary (E : ℝ) (ε ψ : ℕ → ℝ) : Prop :=
  ∀ n, ψ (n + 2) + ψ n + ε n * ψ (n + 1) = E * ψ (n + 1)
```

`IsStationary` is the difference equation from the start of the text, for real amplitudes. It imposes nothing on `ψ 0`, so any boundary condition at the end of the chain is allowed, including the hard wall `ψ 0 = 0`.

## The product formula

```lean
/-- At the defect energy, the transfer matrix of an adjacent defect pair is minus the identity. -/
theorem defect_pair (eb : ℝ) : siteMatrix eb eb * siteMatrix eb eb = -1 := by
  ext i j
  fin_cases i <;> fin_cases j <;> simp [siteMatrix, Matrix.mul_apply, Fin.sum_univ_two]
```

This is $D^2=-1$, checked entry by entry.

```lean
/-- At the defect energy, the transfer product over `d` defect pairs and `m` host sites in any
order is `(-1)^d` times the `m`-th power of the host matrix. -/
theorem transfer_eq {ea eb : ℝ} {ε : ℕ → ℝ} {n d m : ℕ} (h : Tiled ea eb ε n d m) :
    transfer eb ε n = (-1 : ℝ) ^ d • siteMatrix eb ea ^ m := by
  induction h with
  | start => simp [transfer]
  | host _ he ih => rw [transfer, ih, he, mul_smul_comm, pow_succ']
  | pair _ h1 h2 ih =>
    rw [transfer, transfer, h1, h2, ← mul_assoc, defect_pair, ih, pow_succ]
    simp
```

The proof is an induction on how the stretch was built. In the `host` case the sign is moved out of the product and `pow_succ'` absorbs the new factor into the power of $H$. In the `pair` case `transfer` is unfolded twice, the product is regrouped so that the two defect matrices stand together, and `defect_pair` turns them into a sign.

## The conserved form and the two-sided bound

```lean
/-- Every power of the host matrix at energy `eb` preserves the quadratic form with
`x = eb - ea`. -/
theorem hostForm_pow (ea eb : ℝ) (m : ℕ) (v : Fin 2 → ℝ) :
    hostForm (eb - ea) ((siteMatrix eb ea ^ m) *ᵥ v) = hostForm (eb - ea) v := by
  have step : ∀ w, hostForm (eb - ea) (siteMatrix eb ea *ᵥ w) = hostForm (eb - ea) w := by
    intro w
    simp [hostForm, siteMatrix, Matrix.mulVec, dotProduct, Fin.sum_univ_two]
    ring
  induction m with
  | zero => simp
  | succ m ih => rw [pow_succ', ← Matrix.mulVec_mulVec, step, ih]
```

The inner claim `step` is the expansion of $Q(xu-v,u)$, done by `ring`. The induction on `m` then applies it once per host site.

```lean
/-- The quadratic form lies between `(2 - |x|)/2` and `(2 + |x|)/2` times the intensity. -/
theorem hostForm_bounds (x : ℝ) (v : Fin 2 → ℝ) :
    (2 - |x|) * intensity v ≤ 2 * hostForm x v ∧
      2 * hostForm x v ≤ (2 + |x|) * intensity v := by
  have h0 : |v 0 * v 1| ≤ (v 0 ^ 2 + v 1 ^ 2) / 2 := by
    rw [abs_le]
    constructor <;> nlinarith [sq_nonneg (v 0 + v 1), sq_nonneg (v 0 - v 1)]
  have h : |x * (v 0 * v 1)| ≤ |x| * ((v 0 ^ 2 + v 1 ^ 2) / 2) := by
    rw [abs_mul]
    exact mul_le_mul_of_nonneg_left h0 (abs_nonneg x)
  obtain ⟨h1, h2⟩ := abs_le.mp h
  unfold intensity hostForm
  constructor <;> linarith
```

Here `h0` is the inequality for $|uv|$, obtained from the squares of $u+v$ and $u-v$. Multiplying by $|x|$ gives `h`, and both comparisons follow linearly. This lemma holds for every real `x`; the restriction $|x|<2$ is needed only when the lower coefficient has to be positive.

```lean
/-- If `|eb - ea| < 2`, all transfer products of a chain with paired defects, taken at the defect
energy, change the intensity by at most the same constant factor, upwards or downwards. -/
theorem transfer_bounded {ea eb : ℝ} {ε : ℕ → ℝ} (hband : |eb - ea| < 2)
    (hc : PairedChain ea eb ε) (n : ℕ) (v : Fin 2 → ℝ) :
    intensity (transfer eb ε n *ᵥ v) ≤ bandConstant ea eb * intensity v ∧
      intensity v ≤ bandConstant ea eb * intensity (transfer eb ε n *ᵥ v) := by
  -- cuts between complete units: compare intensities through the conserved form
  have key : ∀ {k d m : ℕ}, Tiled ea eb ε k d m →
      intensity (transfer eb ε k *ᵥ v) ≤ bandConstant ea eb * intensity v ∧
        intensity v ≤ bandConstant ea eb * intensity (transfer eb ε k *ᵥ v) := by
    intro k d m hk
    have hs : intensity (transfer eb ε k *ᵥ v) =
        intensity ((siteMatrix eb ea ^ m) *ᵥ v) := by
      rw [transfer_eq hk]
      rcases neg_one_pow_eq_or ℝ d with h | h
      · simp [h]
      · simp [h, Matrix.neg_mulVec, intensity]
        ring
    have a := hostForm_bounds (eb - ea) v
    have b := hostForm_bounds (eb - ea) ((siteMatrix eb ea ^ m) *ᵥ v)
    rw [hostForm_pow] at b
    have hp : 0 < 2 - |eb - ea| := by linarith
    rw [hs, bandConstant, div_mul_eq_mul_div, div_mul_eq_mul_div, le_div_iff₀ hp,
      le_div_iff₀ hp]
    constructor <;> linarith [a.1, a.2, b.1, b.2]
  obtain ⟨d, m, h | h⟩ := hc n
  · exact key h
  · cases h with
    | host h' _ => exact key h'
    | pair h' h1 _ =>
      -- a cut inside a pair: one defect matrix only rotates the two amplitudes
      have rot : ∀ w, intensity (siteMatrix eb eb *ᵥ w) = intensity w := by
        intro w
        simp [intensity, siteMatrix, Matrix.mulVec, dotProduct, Fin.sum_univ_two]
        ring
      rw [transfer, h1, ← Matrix.mulVec_mulVec, rot]
      exact key h'
```

For every cut `n` and every starting vector `v`, the statement gives both inequalities with the same constant. The claim `key` treats complete stretches. Its step `hs` removes the sign $(-1)^d$, `a` and `b` compare $Q$ with $I$ before and after the stretch, and `hostForm_pow` identifies the two values of $Q$. For the remaining cuts the proof looks at the last unit of the stretch of `n + 1` sites. If it is a host site, the first `n` sites were already complete. If it is a pair, the cut lies inside it, and `rot` shows that the single defect matrix preserves the intensity.

## Solutions that decay must vanish

```lean
/-- The transfer product carries the first two amplitudes of a stationary solution to the
amplitudes `n` sites further on. -/
theorem transfer_amplitudes {E : ℝ} {ε ψ : ℕ → ℝ} (h : IsStationary E ε ψ) (n : ℕ) :
    transfer E ε n *ᵥ ![ψ 1, ψ 0] = ![ψ (n + 1), ψ n] := by
  induction n with
  | zero => simp [transfer]
  | succ n ih =>
    have hn : ψ (n + 1 + 1) = (E - ε n) * ψ (n + 1) - ψ n := by
      have := h n
      rw [show n + 1 + 1 = n + 2 from rfl]
      linarith
    rw [transfer, ← Matrix.mulVec_mulVec, ih, hn]
    ext i
    fin_cases i <;>
      simp [siteMatrix, Matrix.mulVec, dotProduct, Fin.sum_univ_two, sub_eq_add_neg]
```

This connects the matrices with the amplitudes: the product over `n` sites takes $(\psi_1,\psi_0)$ to $(\psi_{n+1},\psi_n)$.

```lean
/-- No localization at the defect energy: if `|eb - ea| < 2` and defects come in adjacent pairs,
a real stationary solution that decays to zero along the chain vanishes everywhere. -/
theorem no_localized_state {ea eb : ℝ} {ε ψ : ℕ → ℝ} (hband : |eb - ea| < 2)
    (hc : PairedChain ea eb ε) (hψ : IsStationary eb ε ψ)
    (hdecay : Tendsto ψ atTop (nhds 0)) : ∀ n, ψ n = 0 := by
  have hb := fun n => transfer_bounded hband hc n ![ψ 1, ψ 0]
  simp only [transfer_amplitudes hψ, intensity, Matrix.cons_val_zero,
    Matrix.cons_val_one] at hb
  have hshift : Tendsto (fun n => ψ (n + 1)) atTop (nhds 0) :=
    (tendsto_add_atTop_iff_nat 1).2 hdecay
  have ht := ((hshift.pow 2).add (hdecay.pow 2)).const_mul (bandConstant ea eb)
  -- the lower bound forces the initial intensity to vanish
  have h0 := ge_of_tendsto' ht (fun n => (hb n).2)
  have hz : ψ 1 ^ 2 + ψ 0 ^ 2 = 0 := by
    apply le_antisymm _ (by positivity)
    simpa using h0
  intro n
  have hn := (hb n).1
  rw [hz, mul_zero] at hn
  nlinarith [sq_nonneg (ψ (n + 1)), sq_nonneg (ψ n)]
```

The assumption `hdecay` says that $\psi_n\to0$. The proof passes to the limit in the lower bound with `ge_of_tendsto'`, which gives `hz`, the vanishing of the initial intensity. The upper bound then gives `ψ n = 0` for each `n`.

“No localization” has this precise meaning here: at $E=e_b$ no nonzero real solution tends to zero along the half-infinite chain. A square-summable solution would tend to zero, so real bound states at this energy are excluded too. The energy $e_b$ is the resonance of the random dimer model. The transport for which that model is known depends on the states in a whole window of energies around the resonance, whereas the theorems concern the single energy $e_b$ and make no statement about conductance or the spreading of wave packets.

For transfer-matrix simulations of non-interacting electrons on a chain with paired defects and $|x|<2$, the bound supplies a reference value: at $E=e_b$ the exponential growth rate per site of the intensity $\psi_{n+1}^2+\psi_n^2$ of a nonzero solution must tend to zero with increasing length.

## A periodic example and the band edge

```lean
/-- The periodic chain host, defect, defect, host, defect, defect, and so on. -/
def periodicChain (ea eb : ℝ) (n : ℕ) : ℝ := if n % 3 = 0 then ea else eb

/-- The periodic chain of one host site followed by two defects has paired defects. -/
theorem pairedChain_witness (ea eb : ℝ) : PairedChain ea eb (periodicChain ea eb) := by
  have hh : ∀ k, periodicChain ea eb (3 * k) = ea := fun k => by
    unfold periodicChain
    exact if_pos (by omega)
  have h1 : ∀ k, periodicChain ea eb (3 * k + 1) = eb := fun k => by
    unfold periodicChain
    exact if_neg (by omega)
  have h2 : ∀ k, periodicChain ea eb (3 * k + 1 + 1) = eb := fun k => by
    unfold periodicChain
    exact if_neg (by omega)
  have ht : ∀ k, Tiled ea eb (periodicChain ea eb) (3 * k) k k := by
    intro k
    induction k with
    | zero => exact Tiled.start
    | succ k ih => exact (ih.host (hh k)).pair (h1 k) (h2 k)
  intro n
  obtain ⟨k, hk⟩ : ∃ k, n = 3 * k ∨ n = 3 * k + 1 ∨ n = 3 * k + 2 := ⟨n / 3, by omega⟩
  rcases hk with rfl | rfl | rfl
  · exact ⟨k, k, Or.inl (ht k)⟩
  · exact ⟨k, k + 1, Or.inl ((ht k).host (hh k))⟩
  · exact ⟨k + 1, k + 1, Or.inr (ht (k + 1))⟩
```

The sequence host, defect, defect, repeated, satisfies `PairedChain`. After `3 * k` sites there are `k` pairs and `k` host sites, by induction. The three remainders of `n` modulo 3 correspond to a cut after a complete period, a cut after the next host site, and a cut inside a pair.

```lean
/-- At the band edge `eb = ea + 2` the entries of the host matrix powers grow linearly with the
number of host sites. -/
theorem band_edge_pow (ea : ℝ) (m : ℕ) :
    siteMatrix (ea + 2) ea ^ m = !![(m : ℝ) + 1, -(m : ℝ); (m : ℝ), 1 - (m : ℝ)] := by
  induction m with
  | zero => simp [Matrix.one_fin_two]
  | succ m ih =>
    rw [pow_succ', ih]
    ext i j
    fin_cases i <;> fin_cases j <;>
      simp [siteMatrix, Matrix.mul_apply, Fin.sum_univ_two] <;> ring

end

end RandomDimerChain
```

At $x=2$ the entries of $H^m$ grow linearly in $m$; the induction multiplies the stated matrix once more by $H$. A pure host chain is a paired chain with $d=0$, so the uniform bound on transfer products does not extend to $|x|\le2$. This growth is no counter-example to the absence of decaying solutions, since it concerns only the bound.

```lean
#print axioms RandomDimerChain.no_localized_state
#print axioms RandomDimerChain.band_edge_pow
```

```
'RandomDimerChain.no_localized_state' depends on axioms: [propext, Classical.choice, Quot.sound]
'RandomDimerChain.band_edge_pow' depends on axioms: [propext, Classical.choice, Quot.sound]
```
